# Decaying solutions of $u''=Qu$ with $Q\ge 0$ on a half-line have nonincreasing modulus

Let $u$ be a real function with $u''=Qu$ on $[a,\infty)$, where $Q\ge 0$ there, and let $u(x)\to 0$ as $x\to\infty$; then $|u|$ is nonincreasing on $[a,\infty)$. If moreover $Q\ge\kappa^2$ on $[a,\infty)$ for a real constant $\kappa$, then $e^{\kappa x}|u(x)|$ is nonincreasing there too.

```lean
import Mathlib

open Set Filter Topology

namespace ForbiddenRegionDecay

/-- The wave function `u` with slope `v` solves `u'' = Q u` on `[a, ∞)`;
derivatives at the endpoint `a` are one-sided. -/
structure SolvesOn (Q u v : ℝ → ℝ) (a : ℝ) : Prop where
  slope : ∀ x ∈ Ici a, HasDerivWithinAt u (v x) (Ici a) x
  equation : ∀ x ∈ Ici a, HasDerivWithinAt v (Q x * u x) (Ici a) x

/-- A function with nonnegative derivative on a half-line is nondecreasing there. -/
theorem monotoneOn_halfLine {f f' : ℝ → ℝ} {a : ℝ}
    (h : ∀ x ∈ Ici a, HasDerivWithinAt f (f' x) (Ici a) x)
    (h0 : ∀ x ∈ Ici a, 0 ≤ f' x) : MonotoneOn f (Ici a) := by
  have key : ∀ x ∈ interior (Ici a), HasDerivAt f (f' x) x := by
    intro x hx
    rw [interior_Ici] at hx
    exact (h x (mem_Ici.mpr (le_of_lt (mem_Ioi.mp hx)))).hasDerivAt (Ici_mem_nhds hx)
  apply monotoneOn_of_deriv_nonneg (convex_Ici a) (fun x hx => (h x hx).continuousWithinAt)
  · exact fun x hx => (key x hx).differentiableAt.differentiableWithinAt
  · intro x hx
    rw [(key x hx).deriv]
    exact h0 x (interior_subset hx)

/-- If `Q ≥ κ²` on `[a, ∞)`, the quantity `u (u' + κ u)` is nondecreasing there. -/
theorem growth_monotoneOn {Q u v : ℝ → ℝ} {a κ : ℝ} (h : SolvesOn Q u v a)
    (hQ : ∀ x ∈ Ici a, κ ^ 2 ≤ Q x) :
    MonotoneOn (fun x => u x * (v x + κ * u x)) (Ici a) := by
  refine monotoneOn_halfLine
    (f' := fun x => v x * (v x + κ * u x) + u x * (Q x * u x + κ * v x))
    (fun x hx => (h.slope x hx).mul ((h.equation x hx).add ((h.slope x hx).const_mul κ))) ?_
  intro x hx
  -- the derivative is (v + κ u)² + (Q - κ²) u²
  have h1 := mul_nonneg (sub_nonneg.2 (hQ x hx)) (sq_nonneg (u x))
  have h2 := sq_nonneg (v x + κ * u x)
  show 0 ≤ v x * (v x + κ * u x) + u x * (Q x * u x + κ * v x)
  nlinarith [h1, h2]

/-- If `Q ≥ κ²` on `[a, ∞)` and `u` tends to zero at infinity, then `u (u' + κ u) ≤ 0`
throughout `[a, ∞)`. -/
theorem growth_nonpos {Q u v : ℝ → ℝ} {a κ : ℝ} (h : SolvesOn Q u v a)
    (hQ : ∀ x ∈ Ici a, κ ^ 2 ≤ Q x) (hu : Tendsto u atTop (𝓝 0)) :
    ∀ x ∈ Ici a, u x * (v x + κ * u x) ≤ 0 := by
  intro x₀ hx₀
  by_contra hneg
  obtain ⟨c, hc⟩ : ∃ c, c = u x₀ * (v x₀ + κ * u x₀) := ⟨_, rfl⟩
  have hpos : 0 < c := by rw [hc]; exact not_le.mp hneg
  have l1 : Tendsto (fun x => u x ^ 2) atTop (𝓝 0) := by simpa using hu.pow 2
  have l2 : Tendsto (fun x => κ * u x ^ 2) atTop (𝓝 0) := by simpa using l1.const_mul κ
  obtain ⟨b, hb⟩ := eventually_atTop.1
    ((l2.eventually_lt_const (half_pos hpos)).and (l1.eventually_lt_const one_pos))
  obtain ⟨x₁, hx₁b, hx₁⟩ : ∃ x₁, b ≤ x₁ ∧ x₀ ≤ x₁ :=
    ⟨max b x₀, le_max_left _ _, le_max_right _ _⟩
  have hsub : Ici x₁ ⊆ Ici a := Ici_subset_Ici.2 (le_trans (mem_Ici.mp hx₀) hx₁)
  -- beyond x₁ the density u² grows at least as fast as c x
  have hm : MonotoneOn (fun x => u x * u x - c * x) (Ici x₁) := by
    refine monotoneOn_halfLine (f' := fun x => v x * u x + u x * v x - c * 1)
      (fun x hx => (((h.slope x (hsub hx)).mono hsub).mul
        ((h.slope x (hsub hx)).mono hsub)).sub
          ((hasDerivAt_id' x).const_mul c).hasDerivWithinAt) ?_
    intro x hx
    have g : u x₀ * (v x₀ + κ * u x₀) ≤ u x * (v x + κ * u x) :=
      growth_monotoneOn h hQ hx₀ (hsub hx) (le_trans hx₁ (mem_Ici.mp hx))
    have hs := (hb x (le_trans hx₁b (mem_Ici.mp hx))).1
    rw [← hc] at g
    show 0 ≤ v x * u x + u x * v x - c * 1
    nlinarith [g, hs]
  -- which contradicts u² < 1
  obtain ⟨d, hd, hcd⟩ : ∃ d : ℝ, 0 ≤ d ∧ c * d = 1 :=
    ⟨1 / c, by positivity, mul_one_div_cancel hpos.ne'⟩
  have hle : x₁ ≤ x₁ + d := by linarith
  have h3 : u x₁ * u x₁ - c * x₁ ≤ u (x₁ + d) * u (x₁ + d) - c * (x₁ + d) :=
    hm (mem_Ici.mpr le_rfl) (mem_Ici.mpr hle) hle
  have h4 := (hb (x₁ + d) (le_trans hx₁b hle)).2
  nlinarith [h3, h4, hcd, sq_nonneg (u x₁)]

/-- If `Q ≥ κ²` on `[a, ∞)` and `u` tends to zero at infinity, then the weighted amplitude
`exp(κ x) |u(x)|` is nonincreasing on `[a, ∞)`. -/
theorem weighted_abs_antitoneOn {Q u v : ℝ → ℝ} {a κ : ℝ} (h : SolvesOn Q u v a)
    (hQ : ∀ x ∈ Ici a, κ ^ 2 ≤ Q x) (hu : Tendsto u atTop (𝓝 0)) :
    AntitoneOn (fun x => Real.exp (κ * x) * |u x|) (Ici a) := by
  have hw : ∀ x ∈ Ici a, HasDerivWithinAt (fun y => Real.exp (κ * y) * u y)
      (Real.exp (κ * x) * (κ * 1) * u x + Real.exp (κ * x) * v x) (Ici a) x :=
    fun x hx => (((hasDerivAt_id' x).const_mul κ).exp.hasDerivWithinAt).mul (h.slope x hx)
  -- the square of exp(κ x) u has nonpositive derivative
  have hm : MonotoneOn
      (fun x => -((Real.exp (κ * x) * u x) * (Real.exp (κ * x) * u x))) (Ici a) := by
    refine monotoneOn_halfLine (fun x hx => ((hw x hx).mul (hw x hx)).neg) ?_
    intro x hx
    have h1 := mul_nonneg (sq_nonneg (Real.exp (κ * x)))
      (neg_nonneg.2 (growth_nonpos h hQ hu x hx))
    nlinarith [h1]
  intro x hx y hy hxy
  have h2 : -((Real.exp (κ * x) * u x) * (Real.exp (κ * x) * u x)) ≤
      -((Real.exp (κ * y) * u y) * (Real.exp (κ * y) * u y)) := hm hx hy hxy
  have h3 : |Real.exp (κ * y) * u y| ≤ |Real.exp (κ * x) * u x| :=
    sq_le_sq.mp (by nlinarith [h2])
  rw [abs_mul, abs_mul, abs_of_pos (Real.exp_pos _), abs_of_pos (Real.exp_pos _)] at h3
  exact h3

/-- Let `u'' = Q u` on `[a, ∞)` with `Q ≥ 0` there, and let `u` tend to zero at infinity.
Then `|u|` is nonincreasing on `[a, ∞)`. -/
theorem abs_antitoneOn {Q u v : ℝ → ℝ} {a : ℝ} (h : SolvesOn Q u v a)
    (hQ : ∀ x ∈ Ici a, 0 ≤ Q x) (hu : Tendsto u atTop (𝓝 0)) :
    AntitoneOn (fun x => |u x|) (Ici a) := by
  have h1 := weighted_abs_antitoneOn (κ := 0) h (fun x hx => by simpa using hQ x hx) hu
  simpa using h1

/-- Let `u'' = Q u` on `[a, ∞)` with `Q ≥ 0` there, and let `u` tend to zero at infinity. If `u`
vanishes at a point of `[a, ∞)`, it vanishes everywhere beyond that point. -/
theorem eq_zero_beyond_node {Q u v : ℝ → ℝ} {a x y : ℝ} (h : SolvesOn Q u v a)
    (hQ : ∀ x ∈ Ici a, 0 ≤ Q x) (hu : Tendsto u atTop (𝓝 0))
    (hx : a ≤ x) (hxy : x ≤ y) (hnode : u x = 0) : u y = 0 := by
  have h1 : |u y| ≤ |u x| :=
    abs_antitoneOn h hQ hu (mem_Ici.mpr hx) (mem_Ici.mpr (le_trans hx hxy)) hxy
  rw [hnode, abs_zero] at h1
  exact abs_eq_zero.mp (le_antisymm h1 (abs_nonneg _))

/-- Let `u` solve the stationary Schrödinger equation on `[a, ∞)` and tend to zero at infinity.
If `V - E ≥ ħ²κ²/(2m)` there, then `|u(y)| ≤ exp(-κ (y - x)) |u(x)|` for `a ≤ x ≤ y`. -/
theorem schrodinger_tail_bound {V u v w : ℝ → ℝ} {a κ E m hbar : ℝ}
    (hm : 0 < m) (hh : hbar ≠ 0)
    (hv : ∀ x ∈ Ici a, HasDerivWithinAt u (v x) (Ici a) x)
    (hw : ∀ x ∈ Ici a, HasDerivWithinAt v (w x) (Ici a) x)
    (hE : ∀ x ∈ Ici a, -(hbar ^ 2 / (2 * m)) * w x + V x * u x = E * u x)
    (hV : ∀ x ∈ Ici a, hbar ^ 2 / (2 * m) * κ ^ 2 ≤ V x - E)
    (hu : Tendsto u atTop (𝓝 0)) {x y : ℝ} (hx : a ≤ x) (hxy : x ≤ y) :
    |u y| ≤ Real.exp (-(κ * (y - x))) * |u x| := by
  have hc : 2 * m / hbar ^ 2 * (hbar ^ 2 / (2 * m)) = 1 := by field_simp
  have hs : SolvesOn (fun x => 2 * m / hbar ^ 2 * (V x - E)) u v a := by
    refine ⟨hv, fun z hz => (hw z hz).congr_deriv ?_⟩
    linear_combination (-(2 * m / hbar ^ 2)) * hE z hz - w z * hc
  have hQ : ∀ z ∈ Ici a, κ ^ 2 ≤ 2 * m / hbar ^ 2 * (V z - E) := by
    intro z hz
    have h1 := mul_le_mul_of_nonneg_left (hV z hz)
      (show 0 ≤ 2 * m / hbar ^ 2 by positivity)
    rwa [← mul_assoc, hc, one_mul] at h1
  have h2 : Real.exp (κ * y) * |u y| ≤ Real.exp (κ * x) * |u x| :=
    weighted_abs_antitoneOn hs hQ hu (mem_Ici.mpr hx) (mem_Ici.mpr (le_trans hx hxy)) hxy
  -- divide by exp(κ y)
  have h3 : Real.exp (κ * x) = Real.exp (κ * y) * Real.exp (-(κ * (y - x))) := by
    rw [← Real.exp_add]
    congr 1
    ring
  rw [h3, mul_assoc] at h2
  exact le_of_mul_le_mul_left h2 (Real.exp_pos _)

/-- For `κ > 0` the function `exp(-κ x)` solves `u'' = κ² u` on `[0, ∞)`, tends to zero at
infinity, and has constant weighted amplitude `exp(κ x) |u(x)| = 1`. -/
theorem exponential_tail_witness {κ : ℝ} (hκ : 0 < κ) :
    SolvesOn (fun _ => κ ^ 2) (fun x => Real.exp (-(κ * x)))
      (fun x => -κ * Real.exp (-(κ * x))) 0 ∧
    Tendsto (fun x => Real.exp (-(κ * x))) atTop (𝓝 0) ∧
    ∀ x, Real.exp (κ * x) * |Real.exp (-(κ * x))| = 1 := by
  have hd : ∀ x, HasDerivAt (fun y => Real.exp (-(κ * y))) (-κ * Real.exp (-(κ * x))) x := by
    intro x
    refine (((hasDerivAt_id' x).const_mul κ).fun_neg.exp).congr_deriv ?_
    show Real.exp (-(κ * x)) * (-(κ * 1)) = _
    ring
  refine ⟨⟨fun x _ => (hd x).hasDerivWithinAt, fun x _ => ?_⟩, ?_, fun x => ?_⟩
  · refine (((hd x).const_mul (-κ)).congr_deriv ?_).hasDerivWithinAt
    ring
  · exact Real.tendsto_exp_neg_atTop_nhds_zero.comp (tendsto_id.const_mul_atTop hκ)
  · rw [abs_of_pos (Real.exp_pos _), ← Real.exp_add, add_neg_cancel, Real.exp_zero]

/-- The function `cosh` solves `u'' = u` on `[0, ∞)`, but its modulus is not nonincreasing
there. -/
theorem cosh_not_antitoneOn :
    SolvesOn (fun _ => 1) Real.cosh Real.sinh 0 ∧
    ¬ AntitoneOn (fun x => |Real.cosh x|) (Ici 0) := by
  refine ⟨⟨fun x _ => (Real.hasDerivAt_cosh x).hasDerivWithinAt, fun x _ => ?_⟩, fun h => ?_⟩
  · exact ((Real.hasDerivAt_sinh x).congr_deriv (one_mul _).symm).hasDerivWithinAt
  · have h1 : |Real.cosh 1| ≤ |Real.cosh 0| :=
      h (mem_Ici.mpr le_rfl) (mem_Ici.mpr zero_le_one) zero_le_one
    rw [abs_of_pos (Real.cosh_pos _), abs_of_pos (Real.cosh_pos _), Real.cosh_zero] at h1
    exact absurd (Real.one_lt_cosh.mpr one_ne_zero) (not_lt_of_ge h1)

end ForbiddenRegionDecay
```

```lean
#print axioms ForbiddenRegionDecay.monotoneOn_halfLine
#print axioms ForbiddenRegionDecay.eq_zero_beyond_node
#print axioms ForbiddenRegionDecay.schrodinger_tail_bound
#print axioms ForbiddenRegionDecay.cosh_not_antitoneOn
```

```
'ForbiddenRegionDecay.monotoneOn_halfLine' depends on axioms: [propext, Classical.choice, Quot.sound]
'ForbiddenRegionDecay.eq_zero_beyond_node' depends on axioms: [propext, Classical.choice, Quot.sound]
'ForbiddenRegionDecay.schrodinger_tail_bound' depends on axioms: [propext, Classical.choice, Quot.sound]
'ForbiddenRegionDecay.cosh_not_antitoneOn' depends on axioms: [propext, Classical.choice, Quot.sound]
```

## The equation on a half-line

The structure `SolvesOn Q u v a` says that $u'=v$ and $v'=Qu$ at every point of $[a,\infty)$, which Lean writes as `Ici a`. The derivatives are taken within that set, so they are one-sided at $a$, and the values of the functions to the left of $a$ play no part. $Q$ need not be continuous.

The remaining hypotheses of `abs_antitoneOn` are $Q\ge 0$ on the half-line and `Tendsto u atTop (𝓝 0)`, which is $u\to 0$ at infinity. Nothing is assumed about the limit of the slope. The conclusion, `AntitoneOn`, means that $|u(y)|\le|u(x)|$ whenever $a\le x\le y$. The inequality is not strict, and the zero function is allowed.

The weighted version, `weighted_abs_antitoneOn`, accepts any real $\kappa$ with $\kappa^2\le Q$. It gives exponential decay when $\kappa>0$.

## Bound-state tails beyond the turning point

For a particle of mass $m$ and energy $E$ in a potential $V$, the stationary Schrödinger equation
$$-\frac{\hbar^2}{2m}u''+Vu=Eu$$
has the form $u''=Qu$ with $Q=2m(V-E)/\hbar^2$. The condition $Q\ge 0$ says that $V\ge E$ on $[a,\infty)$, so a classical particle of energy $E$ could not have positive kinetic energy there. The point $a$ may be the outer turning point or any point beyond it. For a radial problem, $u$ is $r$ times the radial function and $V$ includes the centrifugal term.

In `schrodinger_tail_bound`, `w` is the second derivative of `u`. If $V-E\ge\hbar^2\kappa^2/(2m)$ on the half-line, then
$$|u(y)|\le e^{-\kappa(y-x)}|u(x)|\qquad(a\le x\le y).$$
The constant $\kappa$ stands for a uniform lower bound on the barrier height, expressed as an inverse length.

Decay at infinity is the boundary condition imposed on the tail. It is assumed here, not derived from normalisability, and the existence of a bound state is not addressed.

By `eq_zero_beyond_node`, a decaying solution that vanishes at a point of $[a,\infty)$ vanishes everywhere beyond it, so the tail cannot oscillate through zero. For a one-particle radial orbital in a fixed local potential, this gives a check on a computed tail: a sign change beyond the outer turning point is not a feature of the exact decaying solution.

## Why the modulus cannot increase

Write $v=u'$ and consider $g=u(v+\kappa u)$. The product rule and $v'=Qu$ give
$$\begin{aligned}
g'&=v(v+\kappa u)+u(Qu+\kappa v)\\
&=v^2+2\kappa uv+Qu^2\\
&=(v+\kappa u)^2+(Q-\kappa^2)u^2\ge 0,
\end{aligned}$$
so $g$ is nondecreasing.

Suppose that $g(x_0)=c>0$ at some $x_0\ge a$. Then $uv+\kappa u^2\ge c$ for all $x\ge x_0$. Since $u\to 0$, there is a point $x_1\ge x_0$ beyond which $\kappa u^2<c/2$ and $u^2<1$. There
$$(u^2)'=2uv\ge 2(c-\kappa u^2)>c.$$
Over the interval from $x_1$ to $x_1+1/c$, the function $u^2$ therefore rises by at least $1$, which gives
$$u(x_1+1/c)^2\ge u(x_1)^2+1\ge 1.$$
This contradicts $u^2<1$. Hence $g\le 0$ on all of $[a,\infty)$.

It follows that
$$\frac{d}{dx}\left(e^{\kappa x}u\right)^2=2e^{2\kappa x}u(v+\kappa u)=2e^{2\kappa x}g\le 0.$$
The square of $e^{\kappa x}u$ is nonincreasing, and so is its modulus $e^{\kappa x}|u|$. Setting $\kappa=0$ gives the statement for $|u|$. For $a\le x\le y$, dividing $e^{\kappa y}|u(y)|\le e^{\kappa x}|u(x)|$ by $e^{\kappa y}$ gives the exponential bound.

## The same argument in Lean

`monotoneOn_halfLine` turns a nonnegative derivative on $[a,\infty)$ into monotonicity. At interior points the derivative within the half-line is the ordinary derivative, and continuity is used to include the endpoint.

`growth_monotoneOn` applies it to $g$. The two nonnegative terms of $g'$ are supplied as `h1` and `h2`, and `nlinarith` does the algebra that joins them.

`growth_nonpos` carries out the contradiction. The estimate $(u^2)'\ge c$ appears as monotonicity of $u^2-cx$ beyond $x_1$, and the step length $1/c$ is named `d`, with $cd=1$.

`weighted_abs_antitoneOn` differentiates minus the square of $e^{\kappa x}u$, so that the same monotonicity lemma applies, and `sq_le_sq` converts the comparison of squares into one of moduli. `abs_antitoneOn` is the case $\kappa=0$. In `schrodinger_tail_bound`, `linear_combination` solves the Schrödinger equation for the second derivative, and the weighted theorem does the rest.

Two examples test the hypotheses. `exponential_tail_witness` shows that, for $\kappa>0$, $e^{-\kappa x}$ satisfies them with $Q=\kappa^2$ and keeps $e^{\kappa x}|u|$ equal to $1$, so the rate $\kappa$ is attained. `cosh_not_antitoneOn` shows what happens without decay: $\cosh x$ solves $u''=u$, but its modulus rises from $1$ at $x=0$ to $\cosh 1>1$.

## The hydrogen 1s tail from 4 to 8 bohr

In atomic units, the unnormalised function $u(r)=re^{-r}$, which is $r$ times the 1s radial function, has $E=-\tfrac12$ and $V=-1/r$. Differentiating twice gives
$$u''=(r-2)e^{-r}=\left(1-\frac2r\right)u,$$
so the turning point is $r=2$. For $r\ge 4$ we have $Q\ge\tfrac12$, and we may take $\kappa=1/\sqrt2\approx 0.707$. The bound from $r=4$ to $r=8$ is
$$\frac{|u(8)|}{|u(4)|}\le e^{-4/\sqrt2}\approx 0.059.$$
The actual ratio is $8e^{-8}/(4e^{-4})=2e^{-4}\approx 0.037$. It lies below the bound because $Q$ exceeds $\tfrac12$ everywhere beyond $r=4$. Normalising $u$ would leave both numbers unchanged.
